# For A > 0 and odd N, sampling −A cos(Nx) at the N psinc grid points 2πj/N puts the lowest level below every normalised C¹ periodic trial energy

Q: Which matrix do you call the psinc Hamiltonian? If its potential part held the integrals of V between basis functions, the variational bound would survive.

A: It holds sampled values instead: V enters as a diagonal matrix of its values at the grid points. The kinetic part comes from plane waves. With ħ = mass = 1, period 2π and N = 2m+1, the wave numbers and grid points are

kₐ = a − m, xⱼ = 2πj/N, with a, j = 0, …, 2m.

```lean
import Mathlib

open Matrix
open scoped Real

namespace PsincVariational

noncomputable section

/-- The wave numbers `-m, ..., m` of the psinc basis. -/
def wave (m : ℕ) (a : Fin (2 * m + 1)) : ℝ := ((a : ℕ) : ℝ) - m

/-- The grid points `2 π j / N` with `N = 2 m + 1`. -/
def gridPoint (m : ℕ) (j : Fin (2 * m + 1)) : ℝ := 2 * π * ((j : ℕ) : ℝ) / (2 * m + 1)

/-- The potential `V(x) = -A cos (N x)` with `N = 2 m + 1`. -/
def potential (m : ℕ) (A x : ℝ) : ℝ := -A * Real.cos ((2 * m + 1) * x)
```

Q: And the wavefunctions?

A: `bandLimited` is a trigonometric polynomial ψ of degree at most m with coefficients cₐ. These polynomials form the psinc space. The matrix W, `planeWaves`, turns coefficients into grid values. With D = diag(kₐ²/2), `kinetic` and `hamiltonian` are

T = N⁻¹ W D W†, H = T + diag(V(xⱼ)).

```lean
/-- The function in the psinc space with Fourier coefficients `c`. -/
def bandLimited (m : ℕ) (c : Fin (2 * m + 1) → ℂ) (x : ℝ) : ℂ :=
  ∑ a, Complex.exp ((wave m a : ℂ) * (x : ℂ) * Complex.I) * c a

/-- The plane waves sampled on the grid, one in each column. -/
def planeWaves (m : ℕ) : Matrix (Fin (2 * m + 1)) (Fin (2 * m + 1)) ℂ :=
  Matrix.of fun j a => Complex.exp ((wave m a : ℂ) * (gridPoint m j : ℂ) * Complex.I)

/-- The psinc kinetic energy matrix, acting on grid values. -/
def kinetic (m : ℕ) : Matrix (Fin (2 * m + 1)) (Fin (2 * m + 1)) ℂ :=
  (2 * (m : ℂ) + 1)⁻¹ •
    (planeWaves m * diagonal (fun a => (wave m a : ℂ) ^ 2 / 2) * (planeWaves m)ᴴ)

/-- The psinc Hamiltonian: kinetic matrix plus the potential sampled on the grid. -/
def hamiltonian (m : ℕ) (A : ℝ) : Matrix (Fin (2 * m + 1)) (Fin (2 * m + 1)) ℂ :=
  kinetic m + diagonal (fun j => (potential m A (gridPoint m j) : ℂ))
```

The continuum side is separate: `energy` integrates over one period and samples nothing. The number N enters it only through the potential.

```lean
/-- The continuum energy `∫ (|ψ'|² / 2 + V |ψ|²)` over one period. -/
def energy (m : ℕ) (A : ℝ) (ψ : ℝ → ℂ) : ℝ :=
  ∫ x in (0 : ℝ)..(2 * π), (‖deriv ψ x‖ ^ 2 / 2 + potential m A x * ‖ψ x‖ ^ 2)
```

Q: You defined T by a formula. Why is it the true kinetic energy?

A: First, the sampled waves are orthogonal. For columns a and b, put z = exp(2πi(b−a)/N). Their overlap is

Σⱼ zʲ, where (z − 1) Σⱼ zʲ = zᴺ − 1 = 0.

If a = b, the sum is N. Otherwise 0 < |b−a| < N, so z ≠ 1 and the sum vanishes. Hence W†W = N·1. In the code, `geom_sum_mul` supplies the geometric sum, and the integer case split excludes z = 1.

```lean
/-- The number of grid points is nonzero as a complex number. -/
lemma size_ne_zero (m : ℕ) : 2 * (m : ℂ) + 1 ≠ 0 := by
  have h : ((2 * m + 1 : ℕ) : ℂ) ≠ 0 := Nat.cast_ne_zero.mpr (by omega)
  push_cast at h
  exact h

/-- Sampled plane waves are orthogonal on the grid, each with squared norm `N`. -/
theorem planeWaves_orthogonal (m : ℕ) :
    (planeWaves m)ᴴ * planeWaves m = (2 * (m : ℂ) + 1) • 1 := by
  ext a b
  have hN := size_ne_zero m
  have hNi : (2 * (m : ℂ) + 1) * (2 * π / (2 * m + 1)) = 2 * π := by field_simp
  obtain ⟨z, hz⟩ : ∃ z : ℂ, z = Complex.exp
      ((((b : ℕ) : ℂ) - ((a : ℕ) : ℂ)) * (2 * π / (2 * m + 1)) * Complex.I) := ⟨_, rfl⟩
  have hterm : ∀ j, star (planeWaves m j a) * planeWaves m j b = z ^ (j : ℕ) := by
    intro j
    simp only [planeWaves, Matrix.of_apply, Complex.star_def, ← Complex.exp_conj, map_mul,
      Complex.conj_ofReal, Complex.conj_I, hz]
    rw [← Complex.exp_add, ← Complex.exp_nat_mul]
    congr 1
    simp only [wave, gridPoint]
    push_cast
    ring
  rw [Matrix.mul_apply]
  simp only [conjTranspose_apply, hterm]
  rw [Fin.sum_univ_eq_sum_range (fun i => z ^ i) (2 * m + 1)]
  by_cases hab : a = b
  · subst hab
    have h1 : z = 1 := by rw [hz]; simp
    simp [h1]
  · -- a nontrivial root of unity has vanishing geometric sum
    have hpow : z ^ (2 * m + 1) = 1 := by
      rw [hz, ← Complex.exp_nat_mul, Complex.exp_eq_one_iff]
      refine ⟨((b : ℕ) : ℤ) - ((a : ℕ) : ℤ), ?_⟩
      push_cast
      linear_combination (((b : ℕ) : ℂ) - ((a : ℕ) : ℂ)) * Complex.I * hNi
    have hne : z ≠ 1 := by
      intro h
      rw [hz, Complex.exp_eq_one_iff] at h
      obtain ⟨n, hn⟩ := h
      have h2 : ((b : ℕ) : ℂ) - ((a : ℕ) : ℂ) = n * (2 * m + 1) := by
        apply mul_right_cancel₀ Complex.two_pi_I_ne_zero
        linear_combination (2 * (m : ℂ) + 1) * hn
          - (((b : ℕ) : ℂ) - ((a : ℕ) : ℂ)) * Complex.I * hNi
      have h3 : ((b : ℕ) : ℤ) - ((a : ℕ) : ℤ) = n * (2 * m + 1) := by exact_mod_cast h2
      have ha := a.isLt
      have hb := b.isLt
      have hp : (0 : ℤ) ≤ 2 * m + 1 := by omega
      rcases lt_trichotomy n 0 with h | h | h
      · have := mul_le_mul_of_nonneg_right (show n ≤ -1 by omega) hp
        omega
      · rw [h, zero_mul] at h3
        exact hab (Fin.ext (by omega))
      · have := mul_le_mul_of_nonneg_right (show 1 ≤ n by omega) hp
        omega
    have hs := geom_sum_mul z (2 * m + 1)
    rw [hpow, sub_self] at hs
    rw [(mul_eq_zero.mp hs).resolve_right (sub_ne_zero.mpr hne)]
    simp [hab]
```

It follows that TW = WD. Differentiating ψ twice multiplies cₐ by −kₐ², so −ψ''/2 has grid values WDc = TWc. `kinetic_exact` states this for every ψ in the psinc space.

```lean
/-- Sampled plane waves diagonalise the kinetic matrix, with eigenvalues `k² / 2`. -/
theorem kinetic_mul_planeWaves (m : ℕ) :
    kinetic m * planeWaves m = planeWaves m * diagonal (fun a => (wave m a : ℂ) ^ 2 / 2) := by
  rw [kinetic, Matrix.smul_mul, Matrix.mul_assoc, planeWaves_orthogonal, Matrix.mul_smul,
    Matrix.mul_one, smul_smul, inv_mul_cancel₀ (size_ne_zero m), one_smul]

/-- Differentiation multiplies each Fourier coefficient by `i k`. -/
lemma deriv_bandLimited (m : ℕ) (c : Fin (2 * m + 1) → ℂ) :
    deriv (bandLimited m c) = bandLimited m (fun a => wave m a * Complex.I * c a) := by
  funext x
  apply HasDerivAt.deriv
  have h : ∀ a, HasDerivAt
      (fun y : ℝ => Complex.exp ((wave m a : ℂ) * (y : ℂ) * Complex.I) * c a)
      (Complex.exp ((wave m a : ℂ) * (x : ℂ) * Complex.I) * (wave m a * Complex.I * c a)) x := by
    intro a
    have h1 : HasDerivAt (fun y : ℝ => (wave m a : ℂ) * (y : ℂ) * Complex.I)
        ((wave m a : ℂ) * ((1 : ℝ) : ℂ) * Complex.I) x :=
      ((hasDerivAt_id' x).ofReal_comp.const_mul _).mul_const _
    exact (h1.cexp.mul_const (c a)).congr_deriv (by push_cast; ring)
  have hsum := HasDerivAt.fun_sum (u := Finset.univ) (fun a _ => h a)
  exact hsum

/-- The kinetic matrix is exact: on the grid values of any function `ψ` in the psinc space
it returns the grid values of `-ψ'' / 2`. -/
theorem kinetic_exact (m : ℕ) (c : Fin (2 * m + 1) → ℂ) (j : Fin (2 * m + 1)) :
    (kinetic m *ᵥ fun l => bandLimited m c (gridPoint m l)) j
      = -(1 / 2) * deriv (deriv (bandLimited m c)) (gridPoint m j) := by
  have hs : (fun l => bandLimited m c (gridPoint m l)) = planeWaves m *ᵥ c := rfl
  rw [deriv_bandLimited, deriv_bandLimited, hs, mulVec_mulVec, kinetic_mul_planeWaves,
    ← mulVec_mulVec]
  show ∑ a, planeWaves m j a * (diagonal (fun a => (wave m a : ℂ) ^ 2 / 2) *ᵥ c) a
    = -(1 / 2) * ∑ a, planeWaves m j a * (wave m a * Complex.I * (wave m a * Complex.I * c a))
  rw [Finset.mul_sum]
  refine Finset.sum_congr rfl fun a _ => ?_
  rw [mulVec_diagonal]
  linear_combination (planeWaves m j a * (wave m a : ℂ) ^ 2 * c a / 2) * Complex.I_sq
```

Q: Then the potential must do the damage.

A: It does. Since Nxⱼ = 2πj, every sample equals −A, which is the minimum of V when A > 0:

V(xⱼ) = −A, so H = T − A·1.

```lean
/-- Every grid point sits at a point where the potential equals `-A`. -/
theorem potential_sampled (m : ℕ) (A : ℝ) (j : Fin (2 * m + 1)) :
    potential m A (gridPoint m j) = -A := by
  have hN : 2 * (m : ℝ) + 1 ≠ 0 := by positivity
  have h : (2 * (m : ℝ) + 1) * gridPoint m j = ((j : ℕ) : ℝ) * (2 * π) := by
    unfold gridPoint
    field_simp
  rw [potential, h, Real.cos_nat_mul_two_pi, mul_one]

/-- On the grid the Hamiltonian is the kinetic matrix shifted by `-A`. -/
lemma hamiltonian_mulVec (m : ℕ) (A : ℝ) (v : Fin (2 * m + 1) → ℂ) :
    hamiltonian m A *ᵥ v = kinetic m *ᵥ v - (A : ℂ) • v := by
  ext j
  simp only [hamiltonian, add_mulVec, Pi.add_apply, mulVec_diagonal, potential_sampled,
    Pi.sub_apply, Pi.smul_apply, smul_eq_mul]
  push_cast
  ring
```

The eigenvalues are therefore kₐ²/2 − A. To show that there are no others, the proof carries an eigenvector to Fourier coefficients with the inverse of W (called `V` there, not the potential) and reads off a nonzero component. Conversely, each column of W is an eigenvector. The theorem identifies the set of eigenvalues, without multiplicities.

```lean
/-- The eigenvalues of the psinc Hamiltonian are exactly `k² / 2 - A` with `k = -m, ..., m`. -/
theorem hamiltonian_spectrum (m : ℕ) (A : ℝ) (μ : ℂ) :
    (∃ v, v ≠ 0 ∧ hamiltonian m A *ᵥ v = μ • v) ↔ ∃ a, μ = (wave m a : ℂ) ^ 2 / 2 - A := by
  constructor
  · rintro ⟨v, hv, h⟩
    rw [hamiltonian_mulVec] at h
    have hk : kinetic m *ᵥ v = (μ + A) • v := by
      rw [add_smul, ← h]
      exact (sub_add_cancel _ _).symm
    -- pass to Fourier coefficients with the inverse `V` of the plane-wave matrix
    obtain ⟨V, hVW⟩ : ∃ V, V * planeWaves m = 1 :=
      ⟨(2 * (m : ℂ) + 1)⁻¹ • (planeWaves m)ᴴ, by
        rw [Matrix.smul_mul, planeWaves_orthogonal, smul_smul,
          inv_mul_cancel₀ (size_ne_zero m), one_smul]⟩
    have hWV : planeWaves m * V = 1 := mul_eq_one_comm.mp hVW
    have hVK : V * kinetic m = diagonal (fun a => (wave m a : ℂ) ^ 2 / 2) * V := by
      calc V * kinetic m = V * (kinetic m * planeWaves m) * V := by
            rw [Matrix.mul_assoc, Matrix.mul_assoc, hWV, Matrix.mul_one]
        _ = _ := by
            rw [kinetic_mul_planeWaves, ← Matrix.mul_assoc, hVW, Matrix.one_mul]
    have hu : diagonal (fun a => (wave m a : ℂ) ^ 2 / 2) *ᵥ (V *ᵥ v) = (μ + A) • (V *ᵥ v) := by
      rw [mulVec_mulVec, ← hVK, ← mulVec_mulVec, hk, mulVec_smul]
    have hne : V *ᵥ v ≠ 0 := by
      intro h0
      apply hv
      have hb : v = planeWaves m *ᵥ (V *ᵥ v) := by rw [mulVec_mulVec, hWV, one_mulVec]
      rw [hb, h0, mulVec_zero]
    obtain ⟨a, ha⟩ := Function.ne_iff.mp hne
    have h4 := congrFun hu a
    rw [mulVec_diagonal, Pi.smul_apply, smul_eq_mul] at h4
    have h5 : (wave m a : ℂ) ^ 2 / 2 = μ + A := mul_right_cancel₀ ha h4
    exact ⟨a, by linear_combination -h5⟩
  · rintro ⟨a, rfl⟩
    have h0 : planeWaves m 0 a ≠ 0 := by simp [planeWaves, Complex.exp_ne_zero]
    refine ⟨fun j => planeWaves m j a, fun h => h0 (congrFun h 0), ?_⟩
    rw [hamiltonian_mulVec]
    ext j
    have h1 : (kinetic m *ᵥ fun l => planeWaves m l a) j
        = planeWaves m j a * ((wave m a : ℂ) ^ 2 / 2) := by
      have h2 := congrFun (congrFun (kinetic_mul_planeWaves m) j) a
      rw [mul_diagonal] at h2
      exact h2
    simp only [Pi.sub_apply, Pi.smul_apply, smul_eq_mul, h1]
    ring
```

Q: In the continuum V ≥ −A, with equality only at isolated points. Isn't strict inequality then obvious?

A: Yes, but that alone leaves no uniform margin. `energy_gap` gives one. Take

s = 2AN/(N² + 2A)

and expand a square, with ψ̄ the complex conjugate:

0 ≤ |ψ' + s sin(Nx)ψ|² = |ψ'|² + 2s sin(Nx) Re(ψ̄ψ') + s² sin²(Nx)|ψ|².

The cross term belongs to a total derivative,

G = d/dx[−s sin(Nx)|ψ|²] = −sN cos(Nx)|ψ|² − 2s sin(Nx) Re(ψ̄ψ').

Substituting gives

|ψ'|²/2 + V|ψ|² ≥ G/2 − [(A − sN/2) cos(Nx) + s² sin²(Nx)/2]|ψ|².

For A ≥ 0,

A − sN/2 = 2A²/(N² + 2A) ≥ 0,

so cos ≤ 1 and sin² ≤ 1 bound the right side below by

G/2 + (−A + sN/2 − s²/2)|ψ|².

Inserting s gives

sN/2 − s²/2 = A(N²/(N² + 2A))².

The integral of G vanishes because sin(Nx) is zero at both ends of the cell. A normalised C¹ state therefore has energy at least A(N²/(N² + 2A))² above −A.

In Lean, `norm_add_sq_real` expands the square, `hp` is the pointwise bound, `hG0` removes G, and `integral_mono_on` integrates the inequality.

```lean
/-- For `A ≥ 0` and any `C¹` function `ψ`, the continuum energy is at least
`-A + A (N² / (N² + 2 A))²` times `∫ |ψ|²`, where `N = 2 m + 1`. -/
theorem energy_gap (m : ℕ) {A : ℝ} (hA : 0 ≤ A) {ψ : ℝ → ℂ} (hψ : ContDiff ℝ 1 ψ) :
    (-A + A * ((2 * m + 1) ^ 2 / ((2 * m + 1) ^ 2 + 2 * A)) ^ 2)
      * ∫ x in (0 : ℝ)..(2 * π), ‖ψ x‖ ^ 2 ≤ energy m A ψ := by
  obtain ⟨n, hn⟩ : ∃ n : ℝ, n = 2 * m + 1 := ⟨_, rfl⟩
  have hn0 : 0 < n := by rw [hn]; positivity
  have hsin : Real.sin (n * (2 * π)) = 0 := by
    rw [hn, show (2 * (m : ℝ) + 1) * (2 * π) = ((2 * (2 * m + 1) : ℕ) : ℝ) * π by
      push_cast; ring]
    exact Real.sin_nat_mul_pi _
  simp only [energy, potential, ← hn]
  have hD : 0 < n ^ 2 + 2 * A := by positivity
  obtain ⟨s, hs⟩ : ∃ s : ℝ, s = 2 * A * n / (n ^ 2 + 2 * A) := ⟨_, rfl⟩
  have hgap : A * (n ^ 2 / (n ^ 2 + 2 * A)) ^ 2 = s * n / 2 - s ^ 2 / 2 := by
    rw [hs]
    field_simp
    ring
  have hsn : 0 ≤ A - s * n / 2 := by
    have h : A - s * n / 2 = 2 * A ^ 2 / (n ^ 2 + 2 * A) := by
      rw [hs]
      field_simp
      ring
    rw [h]
    positivity
  rw [hgap]
  have hc := hψ.continuous
  have hd : Continuous (deriv ψ) := hψ.continuous_deriv (by norm_num)
  -- `G` is the derivative of `-s sin (n x) |ψ|²`, which vanishes at both ends of the cell
  obtain ⟨G, hG⟩ : ∃ G : ℝ → ℝ, G = fun x => -(s * n * Real.cos (n * x)) * ‖ψ x‖ ^ 2
      - 2 * s * Real.sin (n * x) * inner ℝ (ψ x) (deriv ψ x) := ⟨_, rfl⟩
  have hGc : Continuous G := by
    rw [hG]
    exact (by fun_prop : Continuous fun x => -(s * n * Real.cos (n * x)) * ‖ψ x‖ ^ 2).sub
      ((by fun_prop : Continuous fun x => 2 * s * Real.sin (n * x)).mul (hc.inner hd))
  have hF : ∀ x, HasDerivAt (fun y => -s * Real.sin (n * y) * ‖ψ y‖ ^ 2) (G x) x := by
    intro x
    have h1 := ((hasDerivAt_id' x).const_mul n).sin.const_mul (-s)
    have h2 := (hψ.differentiable (by norm_num) x).hasDerivAt.norm_sq
    exact (h1.fun_mul h2).congr_deriv (by rw [hG]; ring)
  have hG0 : ∫ x in (0 : ℝ)..(2 * π), G x = 0 := by
    rw [intervalIntegral.integral_eq_sub_of_hasDerivAt (fun x _ => hF x)
      (hGc.intervalIntegrable _ _), hsin]
    simp
  -- completing the square bounds the energy density from below
  have hp : ∀ x, G x / 2 + (-A + (s * n / 2 - s ^ 2 / 2)) * ‖ψ x‖ ^ 2
      ≤ ‖deriv ψ x‖ ^ 2 / 2 + -A * Real.cos (n * x) * ‖ψ x‖ ^ 2 := by
    intro x
    have e := norm_add_sq_real (deriv ψ x) ((s * Real.sin (n * x)) • ψ x)
    rw [real_inner_smul_right, norm_smul, mul_pow, Real.norm_eq_abs, sq_abs,
      real_inner_comm] at e
    have h0 := sq_nonneg ‖deriv ψ x + (s * Real.sin (n * x)) • ψ x‖
    have h1 := mul_nonneg (mul_nonneg hsn (sub_nonneg.mpr (Real.cos_le_one (n * x))))
      (sq_nonneg ‖ψ x‖)
    have h2 := mul_nonneg (mul_nonneg (sq_nonneg s)
      (sub_nonneg.mpr (Real.sin_sq_le_one (n * x)))) (sq_nonneg ‖ψ x‖)
    rw [e] at h0
    rw [hG]
    linarith
  have i1 : IntervalIntegrable (fun x => G x / 2) MeasureTheory.volume 0 (2 * π) :=
    Continuous.intervalIntegrable (by fun_prop) _ _
  have i2 : IntervalIntegrable (fun x => (-A + (s * n / 2 - s ^ 2 / 2)) * ‖ψ x‖ ^ 2)
      MeasureTheory.volume 0 (2 * π) := Continuous.intervalIntegrable (by fun_prop) _ _
  have i3 : IntervalIntegrable
      (fun x => G x / 2 + (-A + (s * n / 2 - s ^ 2 / 2)) * ‖ψ x‖ ^ 2)
      MeasureTheory.volume 0 (2 * π) := Continuous.intervalIntegrable (by fun_prop) _ _
  have i4 : IntervalIntegrable
      (fun x => ‖deriv ψ x‖ ^ 2 / 2 + -A * Real.cos (n * x) * ‖ψ x‖ ^ 2)
      MeasureTheory.volume 0 (2 * π) := Continuous.intervalIntegrable (by fun_prop) _ _
  have hmono := intervalIntegral.integral_mono_on (by positivity) i3 i4 (fun x _ => hp x)
  rw [intervalIntegral.integral_add i1 i2, intervalIntegral.integral_div,
    intervalIntegral.integral_const_mul, hG0] at hmono
  linarith
```

Q: Periodicity was never used there. Why does the final theorem assume it?

A: To ensure that ψ is nonzero somewhere in the cell. Without that, take ψ(x) = 0 for x ≤ 2π and (x − 2π)² beyond. This function is C¹ and nonzero, yet both integrals over the cell are zero, and the strict inequality would read 0 < 0. With periodicity, `exists_mem_Ico₀` moves a nonzero point into the cell, continuity makes ∫|ψ|² positive, and the gap finishes the argument.

Q: So what does the last statement say, in words?

A: Let A > 0. Among real E for which Hv = Ev has a nonzero solution v, the least is −A, attained at a = m, the constant function. Every nonzero, 2π-periodic, C¹ function ψ has energy strictly above −A∫|ψ|². This includes m = 0, a single grid point.

```lean
/-- For `A > 0` the lowest eigenvalue of the psinc Hamiltonian is `-A`, while every nonzero
`2π`-periodic `C¹` function has continuum energy strictly above `-A ∫ |ψ|²`. -/
theorem sampling_breaks_variational_bound (m : ℕ) {A : ℝ} (hA : 0 < A) :
    IsLeast {E : ℝ | ∃ v, v ≠ 0 ∧ hamiltonian m A *ᵥ v = (E : ℂ) • v} (-A) ∧
    ∀ ψ : ℝ → ℂ, ContDiff ℝ 1 ψ → Function.Periodic ψ (2 * π) → ψ ≠ 0 →
      -A * ∫ x in (0 : ℝ)..(2 * π), ‖ψ x‖ ^ 2 < energy m A ψ := by
  refine ⟨⟨?_, ?_⟩, ?_⟩
  · -- the constant function, `k = 0`, attains `-A`
    exact (hamiltonian_spectrum m A _).2 ⟨⟨m, by omega⟩, by simp [wave]⟩
  · intro E hE
    obtain ⟨a, ha⟩ := (hamiltonian_spectrum m A _).1 hE
    have h : E = wave m a ^ 2 / 2 - A := by exact_mod_cast ha
    linarith [sq_nonneg (wave m a)]
  · intro ψ hψ hper hne
    obtain ⟨x, hx⟩ := Function.ne_iff.mp hne
    obtain ⟨y, hy, hxy⟩ := hper.exists_mem_Ico₀ Real.two_pi_pos x
    have hy0 : ψ y ≠ 0 := by
      rw [← hxy]
      exact hx
    have hc := hψ.continuous
    have hpos : 0 < ∫ x in (0 : ℝ)..(2 * π), ‖ψ x‖ ^ 2 :=
      intervalIntegral.integral_pos Real.two_pi_pos
        (by fun_prop : Continuous fun x => ‖ψ x‖ ^ 2).continuousOn
        (fun x _ => sq_nonneg _) ⟨y, ⟨hy.1, hy.2.le⟩, by positivity⟩
    have hg : 0 < A * ((2 * (m : ℝ) + 1) ^ 2 / ((2 * m + 1) ^ 2 + 2 * A)) ^ 2 := by positivity
    have hE := energy_gap m hA.le hψ
    rw [add_mul] at hE
    linarith [mul_pos hg hpos]

end

end PsincVariational
```

```lean
#print axioms PsincVariational.kinetic_exact
#print axioms PsincVariational.sampling_breaks_variational_bound
```

```
'PsincVariational.kinetic_exact' depends on axioms: [propext, Classical.choice, Quot.sound]
'PsincVariational.sampling_breaks_variational_bound' depends on axioms: [propext, Classical.choice, Quot.sound]
```

Q: How far may I carry this into electronic structure?

A: As a warning: for one particle in one dimension, with a potential whose period equals the grid spacing, an eigenvalue of the psinc matrix with sampled potential need not be an upper bound to the ground-state energy. The theorem concerns this family of potentials only, and it constructs no continuum Hamiltonian operator or ground state. It compares the grid level with the energies of C¹ functions.
